# Two antiferromagnetically coupled spins 1/2 in a weak field: exact and product-state ground energies

Set ħ = 1 and let s₁, s₂ be the spin operators of two spins 1/2. The Hamiltonian is

H = J s₁·s₂ + h (s₁z + s₂z),

where J > 0 is an antiferromagnetic exchange coupling and h is the Zeeman energy, equal for both spins. Index 0 means up and 1 means down, so ψ(0,1) is the amplitude of up-down. "Magnetization" means ⟨s₁z + s₂z⟩. A product state has amplitudes a(i)b(j), with a and b normalized.

For |h| < J the exact ground energy is -3J/4, with zero magnetization. For |h| ≤ J the lowest product-state energy is -J/4 - h²/(2J), and every minimizer has magnetization -h/J. In this two-spin model, mean field thus turns a ground state that ignores a weak field into one that responds linearly.

## Product states: completing the square

Let m and n be the mean spin vectors in a and b. For a,

mx = Re(a(0)* a(1)), my = Im(a(0)* a(1)), mz = (|a(0)|² - |a(1)|²)/2.

Hence

|m|² = |a(0)|²|a(1)|² + (|a(0)|² - |a(1)|²)²/4 = (|a(0)|² + |a(1)|²)²/4 = 1/4,

and likewise |n|² = 1/4. Expectations of products factorize, so E = J m·n + h(mz + nz). With M = m + n we have |M|² = 1/2 + 2 m·n, and therefore

E = -J/4 + (J/2)|M|² + h Mz
= -J/4 - h²/(2J) + (J/2)[Mx² + My² + (Mz + h/J)²].

The bracket vanishes exactly when M = (0, 0, -h/J). For |h| ≤ J this is reached by a = (c, s), b = (c, -s), with c² = (1 - h/J)/2 and s² = (1 + h/J)/2: the x components ±cs cancel, and each z component is (c² - s²)/2 = -h/(2J).

## All states: three non-negative weights

The exchange term s₁·s₂ multiplies up-up and down-down by 1/4; it sends up-down to -1/4 up-down + 1/2 down-up, and similarly with the spins exchanged. For any ψ,

E = (J/4 + h)|ψ(0,0)|² + (J/4 - h)|ψ(1,1)|² - (J/4)(|ψ(0,1)|² + |ψ(1,0)|²) + J Re(ψ(0,1)* ψ(1,0)).

Expanding |ψ(0,1) + ψ(1,0)|² turns this into

E = -(3J/4)‖ψ‖² + (J + h)|ψ(0,0)|² + (J - h)|ψ(1,1)|² + (J/2)|ψ(0,1) + ψ(1,0)|².

For |h| < J all three coefficients after the first term are positive. A normalized state therefore has E ≥ -3J/4, and equality removes both polarized weights, so the magnetization |ψ(0,0)|² - |ψ(1,1)|² is zero. The singlet, ψ(0,1) = -ψ(1,0) = 1/√2, attains the bound.

## Where the field bounds matter

At J = h = 1, down-down also has energy -3/4 but magnetization -1, so |h| ≤ J would not suffice for the exact magnetization claim. At J = 1, h = 2, the product formula gives -9/4 and would require magnetization -2, while two spins 1/2 reach only -1. Some upper bound on |h|/J is therefore needed there too.

## Spin matrices, means and energy sets

In Lean 4 with Mathlib:

```lean
import Mathlib

open Matrix
open scoped Kronecker

namespace SpinPairMeanField

noncomputable section
```

The one-spin operators are explicit complex matrices.

```lean
/-- The x component of a spin 1/2, in the basis (up, down) and with ħ = 1. -/
def Sx : Matrix (Fin 2) (Fin 2) ℂ := !![0, 1 / 2; 1 / 2, 0]

/-- The y component of a spin 1/2. -/
def Sy : Matrix (Fin 2) (Fin 2) ℂ := !![0, -Complex.I / 2; Complex.I / 2, 0]

/-- The z component of a spin 1/2. -/
def Sz : Matrix (Fin 2) (Fin 2) ℂ := !![1 / 2, 0; 0, -1 / 2]
```

Kronecker products place them on the two spins.

```lean
/-- The sum of a one-spin operator over the two spins. -/
def total (A : Matrix (Fin 2) (Fin 2) ℂ) : Matrix (Fin 2 × Fin 2) (Fin 2 × Fin 2) ℂ :=
  A ⊗ₖ 1 + 1 ⊗ₖ A

/-- The Hamiltonian `J s₁·s₂ + h (s₁z + s₂z)`. -/
def hamiltonian (J h : ℝ) : Matrix (Fin 2 × Fin 2) (Fin 2 × Fin 2) ℂ :=
  (J : ℂ) • (Sx ⊗ₖ Sx + Sy ⊗ₖ Sy + Sz ⊗ₖ Sz) + (h : ℂ) • total Sz
```

`mean` takes a real part; for the Hermitian operators used here and normalized states, it is the usual expectation value.

```lean
/-- The real part of `ψ† A ψ`, which is the mean value of an observable `A` in a
normalized state `ψ`. -/
def mean {n : Type} [Fintype n] (A : Matrix n n ℂ) (ψ : n → ℂ) : ℝ :=
  (star ψ ⬝ᵥ A *ᵥ ψ).re

/-- The two-spin state in which the first spin is in state `a` and the second in `b`. -/
def productState (a b : Fin 2 → ℂ) : Fin 2 × Fin 2 → ℂ := fun p => a p.1 * b p.2
```

The two sets of energies differ only in the states admitted.

```lean
/-- The energies of all normalized two-spin states. -/
def energies (J h : ℝ) : Set ℝ :=
  {E | ∃ ψ, star ψ ⬝ᵥ ψ = 1 ∧ mean (hamiltonian J h) ψ = E}

/-- The energies of all products of two normalized one-spin states. -/
def productEnergies (J h : ℝ) : Set ℝ :=
  {E | ∃ a b, star a ⬝ᵥ a = 1 ∧ star b ⬝ᵥ b = 1 ∧
    mean (hamiltonian J h) (productState a b) = E}
```

## The mean-field minimum

Factorization follows by expanding the finite sums. With normalization it makes total spin means additive.

```lean
/-- In a product state the expectation of `A ⊗ B`, with `A` acting on the first spin and `B` on the
second, factorizes. -/
theorem expectation_kronecker (A B : Matrix (Fin 2) (Fin 2) ℂ) (a b : Fin 2 → ℂ) :
    star (productState a b) ⬝ᵥ (A ⊗ₖ B) *ᵥ productState a b =
      (star a ⬝ᵥ A *ᵥ a) * (star b ⬝ᵥ B *ᵥ b) := by
  simp [productState, dotProduct, Matrix.mulVec, Fintype.sum_prod_type, Fin.sum_univ_two]
  ring

/-- In a product of normalized states the mean of a total one-spin operator is the sum of
the two one-spin means. -/
theorem mean_total (A : Matrix (Fin 2) (Fin 2) ℂ) {a b : Fin 2 → ℂ}
    (ha : star a ⬝ᵥ a = 1) (hb : star b ⬝ᵥ b = 1) :
    mean (total A) (productState a b) = mean A a + mean A b := by
  simp only [mean, total, Matrix.add_mulVec, dotProduct_add, expectation_kronecker,
    Matrix.one_mulVec, ha, hb, mul_one, one_mul, Complex.add_re]
```

The component formulas give the spin length. With N the squared norm, the last step is N²/4 - 1/4 = ((N + 1)/4)(N - 1).

```lean
/-- The mean spin components of one spin in terms of its two amplitudes. -/
theorem spin_components (a : Fin 2 → ℂ) :
    mean Sx a = (a 0).re * (a 1).re + (a 0).im * (a 1).im ∧
    mean Sy a = (a 0).re * (a 1).im - (a 0).im * (a 1).re ∧
    mean Sz a = ((a 0).re ^ 2 + (a 0).im ^ 2 - (a 1).re ^ 2 - (a 1).im ^ 2) / 2 := by
  refine ⟨?_, ?_, ?_⟩ <;>
    simp [mean, Sx, Sy, Sz, dotProduct, Matrix.mulVec, Fin.sum_univ_two] <;> ring

/-- The mean spin vector of a normalized spin-1/2 state has length 1/2. -/
theorem spin_length {a : Fin 2 → ℂ} (ha : star a ⬝ᵥ a = 1) :
    mean Sx a ^ 2 + mean Sy a ^ 2 + mean Sz a ^ 2 = 1 / 4 := by
  obtain ⟨hx, hy, hz⟩ := spin_components a
  have hn : (a 0).re ^ 2 + (a 0).im ^ 2 + (a 1).re ^ 2 + (a 1).im ^ 2 = 1 := by
    have h := congrArg Complex.re ha
    simp [dotProduct, Fin.sum_univ_two] at h
    linarith
  rw [hx, hy, hz]
  linear_combination
    (((a 0).re ^ 2 + (a 0).im ^ 2 + (a 1).re ^ 2 + (a 1).im ^ 2 + 1) / 4) * hn
```

Next comes the completed square, valid for either sign of J. The real part of a product factorizes because the first spin's expectations have zero imaginary part; `linear_combination` then inserts the two spin lengths.

```lean
/-- For nonzero `J`, the energy of a product of normalized states is a constant plus `J/2`
times the squared distance of the total mean spin from `(0, 0, -h/J)`. -/
theorem product_energy {J : ℝ} (h : ℝ) (hJ : J ≠ 0) {a b : Fin 2 → ℂ}
    (ha : star a ⬝ᵥ a = 1) (hb : star b ⬝ᵥ b = 1) :
    mean (hamiltonian J h) (productState a b) = -J / 4 - h ^ 2 / (2 * J) +
      J / 2 * (mean (total Sx) (productState a b) ^ 2 +
        mean (total Sy) (productState a b) ^ 2 +
        (mean (total Sz) (productState a b) + h / J) ^ 2) := by
  -- the one-spin expectations are real, so the correlations factorize
  have hx : (star a ⬝ᵥ Sx *ᵥ a).im = 0 := by
    simp [Sx, dotProduct, Matrix.mulVec, Fin.sum_univ_two]
    ring
  have hy : (star a ⬝ᵥ Sy *ᵥ a).im = 0 := by
    simp [Sy, dotProduct, Matrix.mulVec, Fin.sum_univ_two]
    ring
  have hz : (star a ⬝ᵥ Sz *ᵥ a).im = 0 := by
    simp [Sz, dotProduct, Matrix.mulVec, Fin.sum_univ_two]
    ring
  have hE : mean (hamiltonian J h) (productState a b) =
      J * (mean Sx a * mean Sx b + mean Sy a * mean Sy b + mean Sz a * mean Sz b) +
        h * (mean Sz a + mean Sz b) := by
    rw [← mean_total Sz ha hb]
    simp only [mean, hamiltonian, Matrix.add_mulVec, Matrix.smul_mulVec, dotProduct_add,
      dotProduct_smul, expectation_kronecker, smul_eq_mul, Complex.add_re,
      Complex.mul_re, Complex.ofReal_re, Complex.ofReal_im, hx, hy, hz, zero_mul, sub_zero]
  have e1 : J * (h / J) = h := by field_simp
  have e2 : h ^ 2 / (2 * J) = J / 2 * (h / J) ^ 2 := by field_simp
  rw [hE, mean_total Sx ha hb, mean_total Sy ha hb, mean_total Sz ha hb, e2]
  generalize h / J = k at e1 ⊢
  -- complete the square, using the fixed length of each spin
  linear_combination (-J / 2) * spin_length ha - J / 2 * spin_length hb -
    (mean Sz a + mean Sz b) * e1
```

For J > 0, a vanishing sum of squares forces each square to vanish.

```lean
/-- For `J > 0`, a product of normalized states has energy `-J/4 - h²/(2J)` exactly when its
total mean spin is `(0, 0, -h/J)`. -/
theorem product_energy_eq_iff {J : ℝ} (h : ℝ) (hJ : 0 < J) {a b : Fin 2 → ℂ}
    (ha : star a ⬝ᵥ a = 1) (hb : star b ⬝ᵥ b = 1) :
    mean (hamiltonian J h) (productState a b) = -J / 4 - h ^ 2 / (2 * J) ↔
      mean (total Sx) (productState a b) = 0 ∧ mean (total Sy) (productState a b) = 0 ∧
        mean (total Sz) (productState a b) = -h / J := by
  rw [product_energy h hJ.ne' ha hb, neg_div J]
  generalize mean (total Sx) (productState a b) = x
  generalize mean (total Sy) (productState a b) = y
  generalize mean (total Sz) (productState a b) = z
  constructor
  · intro H
    have h0 : J / 2 * (x ^ 2 + y ^ 2 + (z + h / J) ^ 2) = 0 := by linarith
    have h1 := (mul_eq_zero.mp h0).resolve_left (by positivity)
    have hx := sq_nonneg x
    have hy := sq_nonneg y
    have hz := sq_nonneg (z + h / J)
    have h2 : z + h / J = 0 := pow_eq_zero_iff two_ne_zero |>.mp (by linarith)
    exact ⟨pow_eq_zero_iff two_ne_zero |>.mp (by linarith),
      pow_eq_zero_iff two_ne_zero |>.mp (by linarith), by linarith⟩
  · rintro ⟨rfl, rfl, rfl⟩
    ring
```

`IsLeast` says that the value is attained and is a lower bound. The canted pair supplies attainment, and the square supplies the bound. Uniqueness of the least element then fixes the magnetization of every minimizer.

```lean
/-- For `J > 0` and `|h| ≤ J`, the lowest energy among products of normalized states is
`-J/4 - h²/(2J)`, and every minimizer has magnetization `-h/J`. -/
theorem mean_field_ground {J h : ℝ} (hJ : 0 < J) (hh : |h| ≤ J) :
    IsLeast (productEnergies J h) (-J / 4 - h ^ 2 / (2 * J)) ∧
    ∀ a b, star a ⬝ᵥ a = 1 → star b ⬝ᵥ b = 1 →
      IsLeast (productEnergies J h) (mean (hamiltonian J h) (productState a b)) →
      mean (total Sz) (productState a b) = -h / J := by
  have hmin : IsLeast (productEnergies J h) (-J / 4 - h ^ 2 / (2 * J)) := by
    constructor
    · -- two spins canted symmetrically about the field axis
      obtain ⟨hl, hu⟩ := abs_le.mp hh
      have k1 : h / J ≤ 1 := (div_le_iff₀ hJ).mpr (by linarith)
      have k2 : -1 ≤ h / J := (le_div_iff₀ hJ).mpr (by linarith)
      obtain ⟨c, hc⟩ : ∃ c : ℝ, c * c = (1 - h / J) / 2 :=
        ⟨_, Real.mul_self_sqrt (by linarith)⟩
      obtain ⟨s, hs⟩ : ∃ s : ℝ, s * s = (1 + h / J) / 2 :=
        ⟨_, Real.mul_self_sqrt (by linarith)⟩
      have hcs : (c : ℂ) * c + s * s = 1 := by
        have : c * c + s * s = 1 := by linarith
        exact_mod_cast this
      have ha : star ![(c : ℂ), (s : ℂ)] ⬝ᵥ ![(c : ℂ), (s : ℂ)] = 1 := by
        simpa [dotProduct, Fin.sum_univ_two] using hcs
      have hb : star ![(c : ℂ), -(s : ℂ)] ⬝ᵥ ![(c : ℂ), -(s : ℂ)] = 1 := by
        simpa [dotProduct, Fin.sum_univ_two] using hcs
      refine ⟨_, _, ha, hb, (product_energy_eq_iff h hJ ha hb).mpr ?_⟩
      obtain ⟨ax, ay, az⟩ := spin_components ![(c : ℂ), (s : ℂ)]
      obtain ⟨bx, b_y, bz⟩ := spin_components ![(c : ℂ), -(s : ℂ)]
      rw [mean_total Sx ha hb, mean_total Sy ha hb, mean_total Sz ha hb,
        ax, ay, az, bx, b_y, bz]
      refine ⟨by simp, by simp, ?_⟩
      simp only [Matrix.cons_val_zero, Matrix.cons_val_one, Complex.ofReal_re,
        Complex.ofReal_im, Complex.neg_re, Complex.neg_im]
      linear_combination hc - hs
    · rintro E ⟨a, b, ha, hb, rfl⟩
      rw [product_energy h hJ.ne' ha hb]
      exact le_add_of_nonneg_right (by positivity)
  exact ⟨hmin, fun a b ha hb H =>
    ((product_energy_eq_iff h hJ ha hb).mp (H.unique hmin)).2.2⟩
```

## The exact minimum

The decomposition holds for all real J and h and for unnormalized ψ, hence the squared norm in its first term.

```lean
/-- For any two-spin vector `ψ`, normalized or not, the real part of `ψ† H ψ` is `-3J/4` times the
squared norm, plus `J + h` times the up-up weight, `J - h` times the down-down weight and `J/2`
times the squared modulus of the sum of the up-down and down-up amplitudes. -/
theorem energy_decomposition (J h : ℝ) (ψ : Fin 2 × Fin 2 → ℂ) :
    mean (hamiltonian J h) ψ = -3 * J / 4 * (star ψ ⬝ᵥ ψ).re +
      (J + h) * Complex.normSq (ψ (0, 0)) + (J - h) * Complex.normSq (ψ (1, 1)) +
      J / 2 * Complex.normSq (ψ (0, 1) + ψ (1, 0)) := by
  simp [mean, hamiltonian, total, Sx, Sy, Sz, dotProduct, Matrix.mulVec,
    Fintype.sum_prod_type, Fin.sum_univ_two, Matrix.one_apply, Complex.normSq_apply]
  ring
```

Here `|h| < J` already implies J > 0. The proof checks the singlet, drops the non-negative terms for the bound, and at equality shows that both polarized weights vanish.

```lean
/-- For `|h| < J`, the exact ground energy is `-3J/4`, and every normalized state with this
energy has zero magnetization. -/
theorem exact_ground {J h : ℝ} (hh : |h| < J) :
    IsLeast (energies J h) (-3 * J / 4) ∧
    ∀ ψ, star ψ ⬝ᵥ ψ = 1 → mean (hamiltonian J h) ψ = -3 * J / 4 →
      mean (total Sz) ψ = 0 := by
  obtain ⟨hl, hu⟩ := abs_lt.mp hh
  have p1 : 0 < J + h := by linarith
  have p2 : 0 < J - h := by linarith
  have p3 : 0 < J / 2 := by linarith
  have nonneg (ψ : Fin 2 × Fin 2 → ℂ) :
      0 ≤ (J + h) * Complex.normSq (ψ (0, 0)) ∧ 0 ≤ (J - h) * Complex.normSq (ψ (1, 1)) ∧
        0 ≤ J / 2 * Complex.normSq (ψ (0, 1) + ψ (1, 0)) :=
    ⟨mul_nonneg p1.le (Complex.normSq_nonneg _), mul_nonneg p2.le (Complex.normSq_nonneg _),
      mul_nonneg p3.le (Complex.normSq_nonneg _)⟩
  refine ⟨⟨?_, ?_⟩, ?_⟩
  · -- the singlet attains the bound
    obtain ⟨r, hr⟩ : ∃ r : ℝ, r * r = 1 / 2 := ⟨_, Real.mul_self_sqrt (by norm_num)⟩
    have hrr : (r : ℂ) * r + r * r = 1 := by
      have : r * r + r * r = 1 := by linarith
      exact_mod_cast this
    let ψ : Fin 2 × Fin 2 → ℂ := fun p => !![0, (r : ℂ); -(r : ℂ), 0] p.1 p.2
    have hψ : star ψ ⬝ᵥ ψ = 1 := by
      simpa [ψ, dotProduct, Fintype.sum_prod_type, Fin.sum_univ_two] using hrr
    refine ⟨ψ, hψ, ?_⟩
    rw [energy_decomposition, hψ]
    simp [ψ]
  · rintro E ⟨ψ, hψ, rfl⟩
    obtain ⟨n1, n2, n3⟩ := nonneg ψ
    rw [energy_decomposition, hψ, Complex.one_re]
    linarith
  · intro ψ hψ hE
    obtain ⟨n1, n2, n3⟩ := nonneg ψ
    rw [energy_decomposition, hψ, Complex.one_re] at hE
    -- both polarized weights vanish
    have u := (mul_eq_zero.mp (le_antisymm (by linarith) n1)).resolve_left p1.ne'
    have d := (mul_eq_zero.mp (le_antisymm (by linarith) n2)).resolve_left p2.ne'
    have hM : mean (total Sz) ψ =
        Complex.normSq (ψ (0, 0)) - Complex.normSq (ψ (1, 1)) := by
      simp [mean, total, Sz, dotProduct, Matrix.mulVec, Fintype.sum_prod_type,
        Fin.sum_univ_two, Matrix.one_apply, Complex.normSq_apply]
      ring
    rw [hM, u, d, sub_zero]

end

end SpinPairMeanField
```

```lean
#print axioms SpinPairMeanField.mean_field_ground
#print axioms SpinPairMeanField.exact_ground
```

```
'SpinPairMeanField.mean_field_ground' depends on axioms: [propext, Classical.choice, Quot.sound]
'SpinPairMeanField.exact_ground' depends on axioms: [propext, Classical.choice, Quot.sound]
```
